# Sampled with density $3x^2/2$ on $[-1,1]$, a local energy $c/x$ with $c\neq 0$ has finite variance but no finite fourth moment

In variational Monte Carlo, walkers are drawn from $|\psi_T|^2$ and the local energy $H\psi_T/\psi_T$ is averaged over them. At a node the trial function $\psi_T$ vanishes, usually linearly in the distance. If $H\psi_T$ does not vanish there as well, the local energy diverges as the inverse distance. Walkers seldom come close to the node, but when they do they report very large energies. Are these visits rare enough for the mean energy to have an error bar, and for that error bar to be estimated reliably?

## A walker close to a node

Let $x$ be the signed distance to the node, in units of the half-width of the region considered. A linear $\psi_T$ gives a density proportional to $x^2$, and normalisation on $[-1,1]$ fixes it as

$$p(x)=\tfrac32x^2,\qquad -1\le x\le 1 .$$

```lean
import Mathlib

open MeasureTheory Set

namespace NodeLocalEnergy

noncomputable section

/-- The law of the sampled coordinate `x` near a node at `x = 0`: density `3 x ^ 2 / 2`
on `[-1, 1]`. -/
def walkerLaw : Measure ℝ :=
  (volume.restrict (Icc (-1) 1)).withDensity (fun x => ENNReal.ofReal (3 * x ^ 2 / 2))
```

`walkerLaw` is this distribution as a measure on the real line: length restricted to $[-1,1]$ and weighted with $p$. `ENNReal.ofReal` turns a non-negative real number into a value that a measure can take.

The local energy keeps only its singular part,

$$E(x)=\frac{c}{x}.$$

The constant $c$, an energy, stands for the strength of the mismatch at the node. The regular part of the local energy is left out, and $c$ is the same on both sides.

```lean
/-- The local energy `c / x` at signed distance `x ≠ 0` from the node. -/
def localEnergy (c x : ℝ) : ℝ := c / x
```

Every probability below reduces to that of an interval. For $-1\le a\le b\le1$,

$$P(a<x<b)=\int_a^b\tfrac32x^2\,dx=\frac{b^3-a^3}{2}.$$

```lean
/-- For `-1 ≤ a ≤ b ≤ 1`, the coordinate lies between `a` and `b` with probability
`(b ^ 3 - a ^ 3) / 2`. -/
theorem walkerLaw_Ioo {a b : ℝ} (ha : -1 ≤ a) (hab : a ≤ b) (hb : b ≤ 1) :
    walkerLaw (Ioo a b) = ENNReal.ofReal ((b ^ 3 - a ^ 3) / 2) := by
  have hs : Ioo a b ∩ Icc (-1) 1 = Ioo a b :=
    inter_eq_left.mpr fun x hx => ⟨by linarith [hx.1], by linarith [hx.2]⟩
  have hcont : Continuous (fun x : ℝ => 3 * x ^ 2 / 2) := by fun_prop
  have hi : IntegrableOn (fun x : ℝ => 3 * x ^ 2 / 2) (Ioo a b) :=
    hcont.integrableOn_Icc.mono_set Ioo_subset_Icc_self
  have hd : ∀ x ∈ uIcc a b, HasDerivAt (fun y : ℝ => y ^ 3 / 2) (3 * x ^ 2 / 2) x :=
    fun x _ => ((hasDerivAt_pow 3 x).div_const 2).congr_deriv (by norm_num)
  rw [walkerLaw, withDensity_apply _ measurableSet_Ioo,
    Measure.restrict_restrict measurableSet_Ioo, hs,
    ← ofReal_integral_eq_lintegral_ofReal hi (Filter.Eventually.of_forall fun x => by
      show (0 : ℝ) ≤ 3 * x ^ 2 / 2
      positivity),
    ← integral_Ioc_eq_integral_Ioo, ← intervalIntegral.integral_of_le hab,
    intervalIntegral.integral_eq_sub_of_hasDerivAt hd (hcont.intervalIntegrable a b)]
  congr 1
  ring
```

The proof first notes that the interval lies inside $[-1,1]$ (`hs`), then passes to an ordinary integral and evaluates it with the antiderivative $x^3/2$ (`hd`).

With $a=-1$ and $b=1$ the result is $(1+1)/2=1$, and the two endpoints carry no probability.

```lean
/-- The density `3 x ^ 2 / 2` on `[-1, 1]` is normalised. -/
instance : IsProbabilityMeasure walkerLaw := ⟨by
  have h := walkerLaw_Ioo (a := -1) (b := 1) le_rfl (by norm_num) le_rfl
  rw [walkerLaw, withDensity_apply _ measurableSet_Ioo,
    Measure.restrict_restrict measurableSet_Ioo, inter_eq_left.mpr Ioo_subset_Icc_self,
    Measure.restrict_congr_set Ioo_ae_eq_Icc] at h
  rw [walkerLaw, withDensity_apply _ MeasurableSet.univ, Measure.restrict_univ, h]
  norm_num⟩
```

## Large energies are short distances

Let $c>0$ and $t\ge c$. Then $|c/x|>t$ means $0<|x|<c/t$, and $c/t\le1$ keeps this range inside the region. Hence

$$P(|E|>t)=\frac{(c/t)^3-(-c/t)^3}{2}=\left(\frac ct\right)^3 .$$

```lean
/-- For `c > 0` and `t ≥ c`, the local energy exceeds `t` in magnitude with probability
`(c / t) ^ 3`. -/
theorem energy_tail {c t : ℝ} (hc : 0 < c) (hct : c ≤ t) :
    walkerLaw {x | t < |localEnergy c x|} = ENNReal.ofReal ((c / t) ^ 3) := by
  have ht : 0 < t := hc.trans_le hct
  have hpos : 0 < c / t := div_pos hc ht
  have hle : c / t ≤ 1 := (div_le_one ht).mpr hct
  -- large energies are short distances to the node
  have hset : {x | t < |localEnergy c x|} = Ioo (-(c / t)) (c / t) \ {0} := by
    ext x
    by_cases hx : x = 0
    · simp [hx, localEnergy, ht.le]
    · have hxpos : 0 < |x| := abs_pos.mpr hx
      simp only [Set.mem_ofPred_eq, localEnergy, Set.mem_sdiff, mem_Ioo, mem_singleton_iff, hx,
        not_false_eq_true, and_true, abs_div, abs_of_pos hc, ← abs_lt]
      rw [lt_div_iff₀ hxpos, lt_div_iff₀ ht, mul_comm]
  have h0 : walkerLaw {0} = 0 := by
    rw [walkerLaw]
    exact withDensity_absolutelyContinuous _ _ (measure_singleton 0)
  rw [hset, MeasureTheory.measure_sdiff_null h0, walkerLaw_Ioo (by linarith) (by linarith) hle]
  congr 1
  ring
```

Here `hset` is the translation from energies to distances, with the node removed from the interval. By `h0` the node has probability zero, so the value that Lean gives to $c/0$ is irrelevant.

The error bar depends on $E^2$. For $s\ge c^2$, the event $E^2>s$ is $|E|>\sqrt s$, with $\sqrt s\ge c$, so

$$P(E^2>s)=\left(\frac{c}{\sqrt s}\right)^3=c^3s^{-3/2}.$$

```lean
/-- For `c > 0` and `s ≥ c ^ 2`, the squared local energy exceeds `s` with probability
`c ^ 3 * s ^ (-3/2)`. -/
theorem energy_sq_tail {c s : ℝ} (hc : 0 < c) (hcs : c ^ 2 ≤ s) :
    walkerLaw {x | s < localEnergy c x ^ 2}
      = ENNReal.ofReal (c ^ 3 * s ^ (-(3 / 2) : ℝ)) := by
  have hs : 0 < s := (pow_pos hc 2).trans_le hcs
  have hset : {x | s < localEnergy c x ^ 2} = {x | √s < |localEnergy c x|} := by
    ext x
    rw [Set.mem_ofPred_eq, Set.mem_ofPred_eq, ← Real.sqrt_sq_eq_abs, Real.sqrt_lt_sqrt_iff hs.le]
  have hpow : s ^ (-(3 / 2) : ℝ) = (√s ^ 3)⁻¹ := by
    rw [Real.rpow_neg hs.le, Real.sqrt_eq_rpow, ← Real.rpow_natCast, ← Real.rpow_mul hs.le]
    norm_num
  rw [hset, energy_tail hc ((Real.le_sqrt' hc).mpr hcs), hpow, div_pow, div_eq_mul_inv]
```

The squared energy therefore has tail index $3/2$. The proof rewrites the event (`hset`) and the power (`hpow`), then applies the previous theorem.

Take $c=1$. Then $P(|E|>10)=10^{-3}$, and the second formula agrees: $P(E^2>100)=100^{-3/2}=10^{-3}$. Among a million samples, about a thousand are expected to exceed 10 in magnitude and about one to exceed 100.

The density of the energies follows in the same way. For $0<c\le a\le b$, the condition $a<c/x<b$ means $c/b<x<c/a$, and

$$P(a<E<b)=\frac{c^3}{2}\left(\frac1{a^3}-\frac1{b^3}\right)=\int_a^b\frac{3c^3}{2}\,e^{-4}\,de .$$

```lean
/-- For `0 < c ≤ a ≤ b`, the probability of a local energy between `a` and `b` is the integral
of the density `(3 c ^ 3 / 2) / e ^ 4` over these energies. -/
theorem energy_density {a b c : ℝ} (hc : 0 < c) (hca : c ≤ a) (hab : a ≤ b) :
    walkerLaw {x | a < localEnergy c x ∧ localEnergy c x < b}
      = ENNReal.ofReal (∫ e in a..b, 3 * c ^ 3 / 2 / e ^ 4) := by
  have ha : 0 < a := hc.trans_le hca
  have hb : 0 < b := ha.trans_le hab
  have hset : {x | a < localEnergy c x ∧ localEnergy c x < b} = Ioo (c / b) (c / a) := by
    ext x
    constructor
    · rintro ⟨h1, h2⟩
      have h1' : a < c / x := h1
      have hx : 0 < x := by
        by_contra h
        have := div_nonpos_of_nonneg_of_nonpos hc.le (not_lt.mp h)
        linarith
      exact ⟨(div_lt_comm₀ hx hb).mp h2, (lt_div_comm₀ ha hx).mp h1'⟩
    · rintro ⟨h1, h2⟩
      have hx : 0 < x := (div_pos hc hb).trans h1
      exact ⟨(lt_div_comm₀ hx ha).mp h2, (div_lt_comm₀ hb hx).mp h1⟩
  have hne : ∀ x ∈ uIcc a b, x ≠ 0 := fun x hx => by
    rw [uIcc_of_le hab] at hx
    exact (ha.trans_le hx.1).ne'
  -- antiderivative of the inverse fourth power
  have hd : ∀ x ∈ uIcc a b,
      HasDerivAt (fun y : ℝ => -(c ^ 3 / 2) * (y ^ 3)⁻¹) (3 * c ^ 3 / 2 / x ^ 4) x := by
    intro x hx
    have hx0 := hne x hx
    have hp : HasDerivAt (fun y : ℝ => y ^ 3) (3 * x ^ 2) x := by
      simpa using hasDerivAt_pow 3 x
    exact ((hp.inv (pow_ne_zero 3 hx0)).const_mul (-(c ^ 3 / 2))).congr_deriv (by field_simp)
  have hi : IntervalIntegrable (fun e : ℝ => 3 * c ^ 3 / 2 / e ^ 4) volume a b :=
    (continuousOn_const.div (by fun_prop)
      (fun x hx => pow_ne_zero 4 (hne x hx))).intervalIntegrable
  rw [hset, walkerLaw_Ioo (by linarith [div_pos hc hb])
    (div_le_div_of_nonneg_left hc.le ha hab) ((div_le_one ha).mpr hca),
    intervalIntegral.integral_eq_sub_of_hasDerivAt hd hi]
  congr 1
  ring
```

In the integral, $e$ is an energy. The proof computes both sides, the right one with the antiderivative $-\tfrac{c^3}{2}e^{-3}$. The theorem concerns the positive branch; the reflection $x\to-x$ gives the negative one.

## Which moments are finite

An observable $f(x)$ has a finite expectation when its product with the density is integrable,

$$\int_{-1}^{1}\tfrac32x^2\,|f(x)|\,dx<\infty ,$$

for measurable $f$.

```lean
/-- An observable has a finite expectation exactly when its product with the density
`3 x ^ 2 / 2` is integrable on `[-1, 1]`. -/
theorem integrable_walkerLaw_iff (f : ℝ → ℝ) :
    Integrable f walkerLaw ↔ IntegrableOn (fun x => 3 * x ^ 2 / 2 * f x) (Icc (-1) 1) := by
  have hm : Measurable (fun x : ℝ => ENNReal.ofReal (3 * x ^ 2 / 2)) := by fun_prop
  have hf : (fun x => (ENNReal.ofReal (3 * x ^ 2 / 2)).toReal • f x)
      = fun x => 3 * x ^ 2 / 2 * f x := by
    ext x
    rw [ENNReal.toReal_ofReal (show (0 : ℝ) ≤ 3 * x ^ 2 / 2 by positivity), smul_eq_mul]
  rw [walkerLaw, integrable_withDensity_iff_integrable_smul' hm
    (ae_of_all _ fun _ => ENNReal.ofReal_lt_top), hf, IntegrableOn]
```

The expectation itself is

$$\langle f\rangle=\int_{-1}^{1}\tfrac32x^2f(x)\,dx .$$

```lean
/-- The expectation of an observable is its integral over `[-1, 1]` with weight
`3 x ^ 2 / 2`. -/
theorem integral_walkerLaw (f : ℝ → ℝ) :
    ∫ x, f x ∂walkerLaw = ∫ x in (-1 : ℝ)..1, 3 * x ^ 2 / 2 * f x := by
  have hm : Measurable (fun x : ℝ => ENNReal.ofReal (3 * x ^ 2 / 2)) := by fun_prop
  rw [walkerLaw, integral_withDensity_eq_integral_toReal_smul hm
    (ae_of_all _ fun _ => ENNReal.ofReal_lt_top), integral_Icc_eq_integral_Ioc,
    ← intervalIntegral.integral_of_le (show (-1 : ℝ) ≤ 1 by norm_num)]
  refine intervalIntegral.integral_congr fun x _ => ?_
  simp only [ENNReal.toReal_ofReal (show (0 : ℝ) ≤ 3 * x ^ 2 / 2 by positivity), smul_eq_mul]
```

Both proofs unfold the weighted measure into its weight and the interval.

For $f=E^n$, with $n=0,1,2,\dots$, the weighted integrand away from the node is

$$\tfrac32x^2\left(\frac cx\right)^n=\frac{3c^n}{2}\,x^{2-n}.$$

Near $x=0$ this is integrable exactly when $2-n>-1$, that is, for $n\le2$. The condition $c\ne0$ is needed, since for $c=0$ every power is integrable.

```lean
/-- For `c ≠ 0`, the `n`-th power of the local energy is integrable exactly when `n ≤ 2`. -/
theorem energy_pow_integrable_iff {c : ℝ} (hc : c ≠ 0) (n : ℕ) :
    Integrable (fun x => localEnergy c x ^ n) walkerLaw ↔ n ≤ 2 := by
  rw [integrable_walkerLaw_iff]
  constructor
  · intro h
    -- on `(0, 1)` the weighted integrand is a multiple of `x ^ (2 - n)`
    have h1 : IntegrableOn (fun x : ℝ => x ^ ((2 : ℝ) - n)) (Ioo 0 1) := by
      have h2 := h.mono_set (show Ioo (0 : ℝ) 1 ⊆ Icc (-1) 1 from
        fun x hx => ⟨by linarith [hx.1], hx.2.le⟩)
      refine IntegrableOn.congr_fun (h2.const_mul (2 / (3 * c ^ n))) ?_ measurableSet_Ioo
      intro x hx
      have hx0 : x ≠ 0 := hx.1.ne'
      show 2 / (3 * c ^ n) * (3 * x ^ 2 / 2 * (c / x) ^ n) = x ^ ((2 : ℝ) - n)
      rw [Real.rpow_sub hx.1, Real.rpow_natCast, Real.rpow_two, div_pow]
      field_simp
    have h3 := (intervalIntegral.integrableOn_Ioo_rpow_iff one_pos).mp h1
    have h4 : (n : ℝ) < 3 := by linarith
    have h5 : n < 3 := by exact_mod_cast h4
    omega
  · intro hn
    -- away from the node the weighted integrand is a polynomial
    have hcont : Continuous (fun x : ℝ => 3 * c ^ n / 2 * x ^ (2 - n)) := by fun_prop
    have h0 : ∀ᵐ x : ℝ, x ≠ 0 := ae_iff.mpr (by simp)
    refine Integrable.congr (hcont.integrableOn_Icc (a := -1) (b := 1)) ?_
    filter_upwards [ae_restrict_of_ae h0] with x hx
    have hsplit : x ^ 2 = x ^ (2 - n) * x ^ n := by rw [← pow_add, Nat.sub_add_cancel hn]
    have hxn : x ^ n ≠ 0 := pow_ne_zero n hx
    rw [localEnergy, div_pow, hsplit]
    generalize x ^ (2 - n) = u
    generalize x ^ n = v at hxn ⊢
    field_simp
```

In the forward direction, the proof restricts the integrand to $(0,1)$, divides out the constant and applies the criterion for real powers. In the reverse direction, the integrand equals a polynomial at every $x\neq0$, and a polynomial is integrable on $[-1,1]$.

For $n=1$ the mean is the integral of an odd function,

$$\langle E\rangle=\int_{-1}^{1}\frac{3c}{2}\,x\,dx=0 .$$

```lean
/-- For `c ≠ 0`, the local energy is integrable and its mean is zero. -/
theorem energy_mean {c : ℝ} (hc : c ≠ 0) :
    Integrable (localEnergy c) walkerLaw ∧ ∫ x, localEnergy c x ∂walkerLaw = 0 := by
  refine ⟨by simpa using (energy_pow_integrable_iff hc 1).mpr (by norm_num), ?_⟩
  have h : ∫ x in (-1 : ℝ)..1, 3 * x ^ 2 / 2 * localEnergy c x
      = ∫ x in (-1 : ℝ)..1, 3 * c / 2 * x := by
    refine intervalIntegral.integral_congr fun x _ => ?_
    show 3 * x ^ 2 / 2 * (c / x) = 3 * c / 2 * x
    by_cases hx : x = 0
    · simp [hx]
    · field_simp
  rw [integral_walkerLaw, h, intervalIntegral.integral_const_mul, integral_id]
  norm_num
```

The theorem includes integrability, so the zero is not a cancellation between two divergent halves.

Since the mean is zero, the variance is

$$\langle E^2\rangle=\int_{-1}^{1}\frac{3c^2}{2}\,dx=3c^2 .$$

```lean
/-- For `c ≠ 0`, the variance of the local energy is `3 c ^ 2`. -/
theorem energy_variance {c : ℝ} (hc : c ≠ 0) :
    ProbabilityTheory.variance (localEnergy c) walkerLaw = 3 * c ^ 2 := by
  have hm : Measurable (localEnergy c) := by
    show Measurable fun x : ℝ => c / x
    fun_prop
  have h0 : ∀ᵐ x : ℝ, x ≠ 0 := ae_iff.mpr (by simp)
  have h : ∫ x in (-1 : ℝ)..1, 3 * x ^ 2 / 2 * (localEnergy c x - 0) ^ 2
      = ∫ _x in (-1 : ℝ)..1, 3 * c ^ 2 / 2 := by
    refine intervalIntegral.integral_congr_ae ?_
    filter_upwards [h0] with x hx _
    rw [localEnergy, sub_zero]
    field_simp
  rw [ProbabilityTheory.variance_eq_integral hm.aemeasurable, (energy_mean hc).2,
    integral_walkerLaw, h, intervalIntegral.integral_const, smul_eq_mul]
  ring
```

Away from the node the weighted integrand is the constant $3c^2/2$. At the node the weight vanishes, so in Lean the weighted integrand is 0 there, whatever real value $c/0$ is given. This is why the proof compares the integrands almost everywhere.

For $n=4$ the weighted integrand is $\tfrac{3c^4}{2}x^{-2}$, whose integral diverges at the node.

```lean
/-- For `c ≠ 0`, the fourth power of the local energy is not integrable. -/
theorem energy_fourth_not_integrable {c : ℝ} (hc : c ≠ 0) :
    ¬ Integrable (fun x => localEnergy c x ^ 4) walkerLaw :=
  fun h => absurd ((energy_pow_integrable_iff hc 4).mp h) (by norm_num)

end

end NodeLocalEnergy
```

```lean
#print axioms NodeLocalEnergy.energy_sq_tail
#print axioms NodeLocalEnergy.energy_density
#print axioms NodeLocalEnergy.energy_variance
#print axioms NodeLocalEnergy.energy_fourth_not_integrable
```

```
'NodeLocalEnergy.energy_sq_tail' depends on axioms: [propext, Classical.choice, Quot.sound]
'NodeLocalEnergy.energy_density' depends on axioms: [propext, Classical.choice, Quot.sound]
'NodeLocalEnergy.energy_variance' depends on axioms: [propext, Classical.choice, Quot.sound]
'NodeLocalEnergy.energy_fourth_not_integrable' depends on axioms: [propext, Classical.choice, Quot.sound]
```

## The error bar in a Monte Carlo run

For independent samples, the error bar of the mean energy can be formed from the sample variance of $E$, which follows from the running averages of $E$ and $E^2$. For $N$ independent samples of this one-coordinate model, the standard error of the mean energy is $\sqrt{3}\,|c|/\sqrt N$, which is finite. The sample variance from which it is estimated still converges to $3c^2$ as $N$ grows, but it averages a quantity, $E^2$, whose own variance is infinite, so it has no finite standard error itself.

The effect shows up as jumps in the running variance. Since $P(|x|<\delta)=\delta^3$ for $0\le\delta\le1$, the closest of $N$ independent walkers is typically at a distance of order $N^{-1/3}$. It contributes about $c^2N^{2/3}/N=c^2N^{-1/3}$ to the average of $E^2$. This estimate is heuristic and goes beyond the theorems, as does any treatment of the correlation between successive steps of a real run. For $N=10^6$ it gives $0.01\,c^2$ from a single walker, against a true variance of $3c^2$.
